# For a real idempotent density matrix that sublattice signs turn into its complement 1 − P, the squared off-diagonal elements in each row sum to 1/4

The declaration `IsChiralDensity.site_weight` concerns a real symmetric idempotent density matrix P on a finite set of sites, as for a single Slater determinant with real coefficients in an orthonormal basis of one orbital per site, for one spin species. Each site carries a sign ±1, and conjugating P with the diagonal matrix of these signs gives 1 − P, the projector on the empty states. The claim is that for every site i the squares of the elements P i j, summed over all j other than i, come to 1/4. The attempt first uses idempotency and symmetry to show that the squares of the whole row sum to P i i, which an earlier lemma puts at 1/2. It then splits off the diagonal term, whose square is 1/4, and leaves the rest to `linarith`.

The first attempt, which Lean rejects:

```lean
import Mathlib

open Matrix

namespace SiteWeight

noncomputable section

variable {n : Type*} [Fintype n] [DecidableEq n]

/-- A real symmetric idempotent density matrix `P` and sublattice signs `g i = ±1` such that
flipping the sign of one sublattice turns `P` into the projector `1 - P` on the empty states. -/
structure IsChiralDensity (P : Matrix n n ℝ) (g : n → ℝ) : Prop where
  symm : P.IsSymm
  idem : P * P = P
  sign : ∀ i, g i = 1 ∨ g i = -1
  chiral : diagonal g * P * diagonal g = 1 - P

variable {P : Matrix n n ℝ} {g : n → ℝ}

/-- The chiral relation, element by element. -/
theorem IsChiralDensity.entry (h : IsChiralDensity P g) (i j : n) :
    g i * P i j * g j = (1 : Matrix n n ℝ) i j - P i j := by
  have e := congrArg (fun M : Matrix n n ℝ => M i j) h.chiral
  simpa only [Matrix.mul_diagonal, Matrix.diagonal_mul, Matrix.sub_apply] using e

/-- For a chiral density matrix every site has occupation one half. -/
theorem IsChiralDensity.diag_half (h : IsChiralDensity P g) (i : n) : P i i = 1 / 2 := by
  have e := h.entry i i
  rw [Matrix.one_apply_eq] at e
  rcases h.sign i with s | s <;> rw [s] at e <;> linarith

/-- For a chiral density matrix the squared off-diagonal elements in the row of any site
sum to one quarter. -/
theorem IsChiralDensity.site_weight (h : IsChiralDensity P g) (i : n) :
    ∑ j ∈ Finset.univ.erase i, P i j ^ 2 = 1 / 4 := by
  -- idempotency and symmetry: the whole row has squared norm `P i i`
  have row : ∑ j, P i j ^ 2 = P i i := by
    have e := congrArg (fun M : Matrix n n ℝ => M i i) h.idem
    simp only [Matrix.mul_apply] at e
    rw [← e]
    refine Finset.sum_congr rfl fun j _ => ?_
    rw [h.symm.apply i j, sq]
  have split := Finset.add_sum_erase Finset.univ (fun j => P i j ^ 2) (Finset.mem_univ i)
  simp only [] at split
  rw [row, h.diag_half i] at split
  linarith

end

end SiteWeight
```

Messages:

```
Main.lean:45:2: error: `simp` made no progress

Note: The target expression is not type-correct under the `implicit` transparency level, which may have triggered the failure. This is usually caused by unfolding of semireducible definitions in prior tactic steps. Use `set_option linter.tacticCheckInstances true` to investigate the source of the issue.
Full error:
  function expected
    P i
```

Fix (accepted with no message):

```diff
@@ -42,6 +42,6 @@
     refine Finset.sum_congr rfl fun j _ => ?_
     rw [h.symm.apply i j, sq]
-  have split := Finset.add_sum_erase Finset.univ (fun j => P i j ^ 2) (Finset.mem_univ i)
-  simp only [] at split
+  have split : P i i ^ 2 + ∑ j ∈ Finset.univ.erase i, P i j ^ 2 = ∑ j, P i j ^ 2 :=
+    Finset.add_sum_erase Finset.univ (fun j => P i j ^ 2) (Finset.mem_univ i)
   rw [row, h.diag_half i] at split
   linarith
```

The error is at `simp only [] at split`. With an empty lemma list, this call was there only to tidy the form of `split`, for instance by applying the function `fun j => P i j ^ 2` to its arguments. Lean had already done that substitution when it inferred the type of `split`, so `simp` found nothing to change, and it reports this as an error.

The note offers a possible further cause: `P i` applies a matrix as a function, which type-checks only if the definition of `Matrix` is unfolded. Such entries remain in the repaired file, so they are not in themselves an obstacle to the proof.

Deleting the `simp only` line removes the error. The other change writes out the type of `split`, with the same `Finset.add_sum_erase` term as its proof. This is mere tidying: it puts on the page the equation that the next `rw` uses.
